# In a finite basis, non-interacting electrons have exactly one density response to a Hermitian perturbation at each nonreal frequency, and its trace with the perturbation is a sum over occupied–virtual pairs

A molecule sits in a weak oscillating field. Its electrons fill some orbitals of a fixed Fock matrix $F$, with density matrix $P$, and the field couples to them through a Hermitian matrix $V$. With $\hbar=1$, I insert $P + Xe^{-iwt}$ into the equation of motion with Hamiltonian $F+Ve^{-iwt}$, keep first order, and get

$$wX=[F,X]+[V,P].$$

Unless $w$ is purely imaginary, this Hamiltonian is in general not Hermitian, because it keeps only one complex component of the field. A real field adds the adjoint term, and at first order the two responses add. I take $w$ nonreal; a small positive imaginary part means that the field was switched on slowly from the distant past. I then expect one solution $X$, and the familiar sum over excitations for $\mathrm{tr}(VX)$. Can this be made rigorous and checked in Lean, without assuming in advance which blocks of $X$ vanish?

## One scalar equation for each pair of orbitals

Yes. Let $e_i$ be the real orbital energies and $p_i$ the occupation numbers, 1 or 0. I write all matrices in the orthonormal basis of the orbitals. There both $F$ and $P$ are diagonal, so $[F,X]_{ij}=(e_i-e_j)X_{ij}$ and $[V,P]_{ij}=V_{ij}(p_j-p_i)$. The matrix equation becomes

$$\bigl(w-(e_i-e_j)\bigr)X_{ij}=V_{ij}(p_j-p_i).$$

For nonreal $w$ the bracket on the left is never zero, so each $X_{ij}$ exists and is unique. It vanishes when $i$ and $j$ are both occupied or both virtual. For occupied $i$ and virtual $a$, with $d=e_a-e_i$,

$$X_{ai}=\frac{V_{ai}}{w-d},\qquad X_{ia}=-\frac{V_{ia}}{w+d}.$$

Since $V_{ia}V_{ai}=|V_{ia}|^2$, the trace is

$$\mathrm{tr}(VX)=\sum_{i,a}|V_{ia}|^2\left(\frac1{w-d}-\frac1{w+d}\right)=\sum_{i,a}\frac{2d\,|V_{ia}|^2}{w^2-d^2}.$$

The slip to avoid is treating $X$ as Hermitian and setting $X_{ia}=\overline{X_{ai}}$. That puts $\bar w-d$ where $-(w+d)$ belongs. The adjoint $X^\dagger$ solves the equation at $-\bar w$, which equals $w$ only when $w$ is purely imaginary; in that case $X$ is Hermitian.

## What the Lean statement says

The orbitals form a finite type `n`, `fock e` is $F$, and `occProj occ` is the projector on the finite set `occ`. `IsResponse e occ V w X` is the full matrix equation, with no condition on the shape of $X$. The main theorem, `frequency_dependent_response`, assumes `V.IsHermitian` and `w.im ≠ 0`. It states that exactly one response exists and that every response has the trace above; `occᶜ` is the set of virtual orbitals. Degenerate levels and occupations that skip lower orbitals are allowed.

The response equation is taken as a definition, not derived from time evolution. $V$ is fixed, so the change that $X$ would induce in the Fock matrix is absent. Each occupied orbital holds one electron, so there is no spin factor. For $V$ a dipole component in atomic units, $-\mathrm{tr}(VX)$ is the corresponding diagonal element of the polarizability tensor of non-interacting electrons in a finite basis.

```lean
import Mathlib

open Matrix

namespace FrequencyDependentResponse

noncomputable section

variable {n : Type*} [Fintype n] [DecidableEq n]

/-- The Fock matrix in its eigenbasis, with real orbital energies `e`. -/
def fock (e : n → ℝ) : Matrix n n ℂ := diagonal fun i => (e i : ℂ)

/-- The occupation number of an orbital: one if occupied, zero if virtual. -/
def occNum (occ : Finset n) (i : n) : ℂ := if i ∈ occ then 1 else 0

/-- The unperturbed density matrix: the projector on the occupied orbitals. -/
def occProj (occ : Finset n) : Matrix n n ℂ := diagonal (occNum occ)

/-- `X` is a first-order density response to the perturbation `V` at complex frequency `w`:
`w X = [F, X] + [V, P]`. -/
def IsResponse (e : n → ℝ) (occ : Finset n) (V : Matrix n n ℂ) (w : ℂ)
    (X : Matrix n n ℂ) : Prop :=
  w • X = (fock e * X - X * fock e) + (V * occProj occ - occProj occ * V)

variable {e : n → ℝ} {occ : Finset n} {V X : Matrix n n ℂ} {w : ℂ}

/-- In the orbital basis the response equation decouples into one scalar equation for each
pair of orbitals. -/
theorem isResponse_iff : IsResponse e occ V w X ↔
    ∀ i j, (w - ((e i : ℂ) - (e j : ℂ))) * X i j
      = V i j * (occNum occ j - occNum occ i) := by
  unfold IsResponse
  rw [← Matrix.ext_iff]
  refine forall_congr' fun i => forall_congr' fun j => ?_
  simp only [fock, occProj, Matrix.smul_apply, Matrix.add_apply, Matrix.sub_apply,
    Matrix.diagonal_mul, Matrix.mul_diagonal, smul_eq_mul]
  constructor <;> intro h <;> linear_combination h

/-- The response equation has exactly one solution if and only if the frequency differs from
every difference of orbital energies. -/
theorem existsUnique_response_iff : (∃! X, IsResponse e occ V w X) ↔
    ∀ i j, w ≠ (e i : ℂ) - (e j : ℂ) := by
  constructor
  · rintro ⟨X, hX, huniq⟩ i j hw
    -- at a resonance a matrix unit can be added to any solution
    have hX' : IsResponse e occ V w (X + Matrix.single i j 1) := by
      rw [isResponse_iff]
      intro k l
      have h := isResponse_iff.1 hX k l
      by_cases hkl : i = k ∧ j = l
      · obtain ⟨rfl, rfl⟩ := hkl
        rw [Matrix.add_apply]
        linear_combination h + (Matrix.single i j (1 : ℂ) i j) * hw
      · rw [Matrix.add_apply, Matrix.single_apply, if_neg hkl, add_zero]
        exact h
    have h := congrFun (congrFun (huniq _ hX') i) j
    simp at h
  · intro h
    -- off resonance every scalar equation can be divided out
    refine ⟨Matrix.of fun i j => V i j * (occNum occ j - occNum occ i) /
      (w - ((e i : ℂ) - (e j : ℂ))), isResponse_iff.2 ?_, ?_⟩
    · intro i j
      have hne := sub_ne_zero.2 (h i j)
      rw [Matrix.of_apply]
      field_simp
    · intro Y hY
      ext i j
      have hij := isResponse_iff.1 hY i j
      rw [Matrix.of_apply, eq_div_iff (sub_ne_zero.2 (h i j))]
      linear_combination hij

/-- Off resonance, the response has no matrix elements between two occupied or between two
virtual orbitals. -/
theorem response_block_zero (hw : ∀ i j, w ≠ (e i : ℂ) - (e j : ℂ))
    (hX : IsResponse e occ V w X) {i j : n} (hij : i ∈ occ ↔ j ∈ occ) : X i j = 0 := by
  have h := isResponse_iff.1 hX i j
  have hp : occNum occ j - occNum occ i = 0 := by simp [occNum, hij]
  rw [hp, mul_zero] at h
  exact (mul_eq_zero.1 h).resolve_left (sub_ne_zero.2 (hw i j))

/-- Off resonance, the response satisfies the linearised idempotency condition
`X = P X + X P`. -/
theorem response_idempotency (hw : ∀ i j, w ≠ (e i : ℂ) - (e j : ℂ))
    (hX : IsResponse e occ V w X) : X = occProj occ * X + X * occProj occ := by
  ext i j
  simp only [occProj, Matrix.add_apply, Matrix.diagonal_mul, Matrix.mul_diagonal]
  by_cases hij : (i ∈ occ ↔ j ∈ occ)
  · simp [response_block_zero hw hX hij]
  · by_cases hi : i ∈ occ <;> by_cases hj : j ∈ occ <;> simp [occNum, hi, hj] at hij ⊢

/-- A double sum over orbitals whose occupied-occupied and virtual-virtual terms vanish is a
sum over occupied-virtual pairs, each taken in both orders. -/
theorem sum_occ_virt (occ : Finset n) (f : n → n → ℂ)
    (hf : ∀ i j, (i ∈ occ ↔ j ∈ occ) → f i j = 0) :
    ∑ i, ∑ j, f i j = ∑ i ∈ occ, ∑ a ∈ occᶜ, (f i a + f a i) := by
  have h1 : ∑ i ∈ occ, ∑ j, f i j = ∑ i ∈ occ, ∑ a ∈ occᶜ, f i a := by
    refine Finset.sum_congr rfl fun i hi => ?_
    have h0 : ∑ j ∈ occ, f i j = 0 :=
      Finset.sum_eq_zero fun j hj => hf i j (iff_of_true hi hj)
    rw [← Finset.sum_add_sum_compl occ (fun j => f i j), h0, zero_add]
  have h2 : ∑ a ∈ occᶜ, ∑ j, f a j = ∑ a ∈ occᶜ, ∑ i ∈ occ, f a i := by
    refine Finset.sum_congr rfl fun a ha => ?_
    have h0 : ∑ j ∈ occᶜ, f a j = 0 :=
      Finset.sum_eq_zero fun j hj =>
        hf a j (iff_of_false (Finset.mem_compl.1 ha) (Finset.mem_compl.1 hj))
    rw [← Finset.sum_add_sum_compl occ (fun j => f a j), h0, add_zero]
  rw [← Finset.sum_add_sum_compl occ (fun i => ∑ j, f i j), h1, h2,
    Finset.sum_comm (s := occᶜ) (t := occ), ← Finset.sum_add_distrib]
  exact Finset.sum_congr rfl fun i _ => Finset.sum_add_distrib.symm

/-- For Hermitian `V` and off resonance, `tr(V X)` is the sum over occupied-virtual pairs of `2 d |V
i a|² / (w² - d²)`, where `d = e a - e i`. -/
theorem trace_response (hV : V.IsHermitian) (hw : ∀ i j, w ≠ (e i : ℂ) - (e j : ℂ))
    (hX : IsResponse e occ V w X) :
    (V * X).trace = ∑ i ∈ occ, ∑ a ∈ occᶜ,
      2 * ((e a : ℂ) - (e i : ℂ)) * (‖V i a‖ : ℂ) ^ 2 /
        (w ^ 2 - ((e a : ℂ) - (e i : ℂ)) ^ 2) := by
  simp only [Matrix.trace, Matrix.diag_apply, Matrix.mul_apply]
  refine (sum_occ_virt occ (fun i j => V i j * X j i) ?_).trans ?_
  · intro i j hij
    simp [response_block_zero hw hX hij.symm]
  · refine Finset.sum_congr rfl fun i hi => Finset.sum_congr rfl fun a ha => ?_
    have ha' : a ∉ occ := Finset.mem_compl.1 ha
    have h1 := isResponse_iff.1 hX a i
    have h2 := isResponse_iff.1 hX i a
    have hpi : occNum occ i = 1 := by simp [occNum, hi]
    have hpa : occNum occ a = 0 := by simp [occNum, ha']
    rw [hpi, hpa] at h1 h2
    have hN : V i a * V a i = (‖V i a‖ : ℂ) ^ 2 := by
      have hs : V a i = starRingEnd ℂ (V i a) := (hV.apply a i).symm
      rw [hs]
      exact Complex.mul_conj' _
    have hne : w ^ 2 - ((e a : ℂ) - (e i : ℂ)) ^ 2 ≠ 0 := by
      have h := mul_ne_zero (sub_ne_zero.2 (hw a i)) (sub_ne_zero.2 (hw i a))
      intro h0
      apply h
      linear_combination h0
    -- combine the resonant and the antiresonant term
    rw [eq_div_iff hne]
    linear_combination V i a * (w + ((e a : ℂ) - (e i : ℂ))) * h1
      + V a i * (w - ((e a : ℂ) - (e i : ℂ))) * h2
      + 2 * ((e a : ℂ) - (e i : ℂ)) * hN

omit [Fintype n] [DecidableEq n] in
/-- A nonreal frequency differs from every difference of orbital energies. -/
theorem nonresonant_of_nonreal (e : n → ℝ) (hw : w.im ≠ 0) (i j : n) :
    w ≠ (e i : ℂ) - (e j : ℂ) := by
  intro h
  apply hw
  rw [h]
  simp

/-- For Hermitian `V` and a nonreal frequency, exactly one density response exists, and its trace
with the perturbation is the sum over occupied-virtual pairs of `2 d |V i a|² / (w² - d²)`, where `d
= e a - e i`. -/
theorem frequency_dependent_response (e : n → ℝ) (occ : Finset n) (hV : V.IsHermitian)
    (hw : w.im ≠ 0) :
    (∃! X, IsResponse e occ V w X) ∧
    ∀ X, IsResponse e occ V w X → (V * X).trace = ∑ i ∈ occ, ∑ a ∈ occᶜ,
      2 * ((e a : ℂ) - (e i : ℂ)) * (‖V i a‖ : ℂ) ^ 2 /
        (w ^ 2 - ((e a : ℂ) - (e i : ℂ)) ^ 2) :=
  ⟨existsUnique_response_iff.2 (nonresonant_of_nonreal e hw),
    fun _ hX => trace_response hV (nonresonant_of_nonreal e hw) hX⟩

/-- For Hermitian `V`, the adjoint of a response at frequency `w` is a response at frequency `-conj
w`. -/
theorem response_adjoint (hV : V.IsHermitian) (hX : IsResponse e occ V w X) :
    IsResponse e occ V (-(starRingEnd ℂ w)) Xᴴ := by
  rw [isResponse_iff]
  intro i j
  have hp : ∀ k, starRingEnd ℂ (occNum occ k) = occNum occ k := by
    intro k
    unfold occNum
    split_ifs <;> simp
  have hv : starRingEnd ℂ (V j i) = V i j := hV.apply i j
  have h := congrArg (starRingEnd ℂ) (isResponse_iff.1 hX j i)
  simp only [map_mul, map_sub, Complex.conj_ofReal, hp, hv] at h
  rw [Matrix.conjTranspose_apply, ← starRingEnd_apply]
  linear_combination -h

/-- If `V` is Hermitian and no virtual orbital lies below an occupied one, the imaginary part of
`tr(V X)` is never positive at frequencies with nonnegative real and positive imaginary part. -/
theorem response_im_nonpos (hV : V.IsHermitian) (hgap : ∀ i ∈ occ, ∀ a ∉ occ, e i ≤ e a)
    (hre : 0 ≤ w.re) (him : 0 < w.im) (hX : IsResponse e occ V w X) :
    (V * X).trace.im ≤ 0 := by
  rw [trace_response hV (nonresonant_of_nonreal e him.ne') hX, Complex.im_sum]
  refine Finset.sum_nonpos fun i hi => ?_
  rw [Complex.im_sum]
  refine Finset.sum_nonpos fun a ha => ?_
  have hd : 0 ≤ e a - e i := sub_nonneg.2 (hgap i hi a (Finset.mem_compl.1 ha))
  have hc : 0 ≤ 2 * (e a - e i) * ‖V i a‖ ^ 2 := by positivity
  -- the numerator is real, so the sign comes from the denominator
  have hnum : 2 * ((e a : ℂ) - (e i : ℂ)) * (‖V i a‖ : ℂ) ^ 2
      = ((2 * (e a - e i) * ‖V i a‖ ^ 2 : ℝ) : ℂ) := by push_cast; ring
  have hz : (w ^ 2 - ((e a : ℂ) - (e i : ℂ)) ^ 2).im = 2 * (w.re * w.im) := by
    simp only [pow_two, Complex.sub_im, Complex.mul_im, Complex.sub_re,
      Complex.ofReal_re, Complex.ofReal_im]
    ring
  have hz0 : 0 ≤ 2 * (w.re * w.im) := by positivity
  rw [hnum, Complex.div_im, Complex.ofReal_im, Complex.ofReal_re, hz, zero_mul, zero_div,
    zero_sub]
  exact neg_nonpos.2 (div_nonneg (mul_nonneg hc hz0) (Complex.normSq_nonneg _))

end

end FrequencyDependentResponse
```

```lean
#print axioms FrequencyDependentResponse.response_idempotency
#print axioms FrequencyDependentResponse.frequency_dependent_response
#print axioms FrequencyDependentResponse.response_adjoint
#print axioms FrequencyDependentResponse.response_im_nonpos
```

```
'FrequencyDependentResponse.response_idempotency' depends on axioms: [propext, Classical.choice, Quot.sound]
'FrequencyDependentResponse.frequency_dependent_response' depends on axioms: [propext, Classical.choice, Quot.sound]
'FrequencyDependentResponse.response_adjoint' depends on axioms: [propext, Classical.choice, Quot.sound]
'FrequencyDependentResponse.response_im_nonpos' depends on axioms: [propext, Classical.choice, Quot.sound]
```

## How the proof follows the algebra

`isResponse_iff` is the passage to scalar equations. `existsUnique_response_iff` divides them out when $w$ differs from every $e_i-e_j$. Conversely, if $w=e_i-e_j$, a matrix unit can be added to any solution, so uniqueness fails. `nonresonant_of_nonreal` shows that a nonreal $w$ avoids all these differences.

`response_block_zero` removes the occupied–occupied and virtual–virtual blocks, and `response_idempotency` deduces $X=PX+XP$, the first-order form of idempotency. `sum_occ_virt` reduces the double sum in the trace to occupied–virtual pairs. In `trace_response`, the final `linear_combination` multiplies the equation for $X_{ai}$ by $V_{ia}(w+d)$ and the one for $X_{ia}$ by $V_{ai}(w-d)$, which is the step of taking a common denominator.

`response_adjoint` conjugates the scalar equations to prove the statement about $X^\dagger$. `response_im_nonpos` assumes that no virtual level lies below an occupied one, with $\mathrm{Re}\,w\ge0$ and $\mathrm{Im}\,w>0$. Each numerator is then real and nonnegative, and each denominator has imaginary part $2\,\mathrm{Re}\,w\,\mathrm{Im}\,w\ge0$, so $\mathrm{Im}\,\mathrm{tr}(VX)\le0$, the sign expected of a system that absorbs.

## The static limit

If every $d$ is nonzero, letting $w\to0$ through nonreal values gives $-2\sum_{i,a}|V_{ia}|^2/d$, twice the second-order energy of the non-interacting system. At $w=0$ itself uniqueness fails as soon as there is one orbital, because the case $i=j$ is resonant: the diagonal of $X$ is then left free.
